# With zero on-site energies, isolated-dimer energies sum to a lower bound on the band energy at zero chemical potential

To build a pair potential from a tight-binding model, one can compute the band energy of each isolated dimer, with the same hopping as in the full system, and add these energies over all pairs of atoms. For non-interacting electrons at zero temperature, with one orbital per atom in an orthonormal basis, zero on-site energies and zero chemical potential, this sum never lies above the full band energy. It lies strictly below, so that the pair truncation overbinds, exactly when two nonzero bonds share an atom.

```lean
import Mathlib

open Matrix

namespace BandEnergyBodyOrder

noncomputable section

variable {N : ℕ} {H : Matrix (Fin N) (Fin N) ℝ}
```

There are $N$ atoms, labelled by `Fin N`, that is $0,\dots,N-1$. The real matrix $H$ holds the hoppings $H_{ij}$ in an orthonormal basis.

```lean
/-- The band energy at zero chemical potential: twice the sum of the negative eigenvalues
of a real symmetric matrix. -/
def bandEnergy (hH : H.IsHermitian) : ℝ :=
  2 * ∑ k with hH.eigenvalues k < 0, hH.eigenvalues k
```

The argument `hH` is a proof that $H$ is Hermitian, which for a real matrix means symmetric. Lean needs it before it can speak of the real eigenvalues $\varepsilon_k$. The band energy is
$$E_{\text{band}} = 2\sum_{\varepsilon_k<0}\varepsilon_k ,$$
where the factor 2 stands for spin. The chemical potential is fixed, and the number of electrons is not.

```lean
/-- The hopping matrix of an isolated dimer with hopping `h`. -/
def dimer (h : ℝ) : Matrix (Fin 2) (Fin 2) ℝ := !![0, h; h, 0]
```

This is the matrix $\begin{pmatrix}0&h\\h&0\end{pmatrix}$.

```lean
/-- The hopping matrix of a dimer is symmetric. -/
theorem dimer_isHermitian (h : ℝ) : (dimer h).IsHermitian := by
  ext i j
  fin_cases i <;> fin_cases j <;> simp [dimer]
```

`fin_cases` runs through the four entries, and `simp` checks the symmetry of each.

```lean
/-- The pair energy: the sum over all pairs of atoms of the band energy of the isolated dimer
with the same hopping. -/
def pairEnergy (H : Matrix (Fin N) (Fin N) ℝ) : ℝ :=
  ∑ i, ∑ j with i < j, bandEnergy (dimer_isHermitian (H i j))
```

The pair energy $E_{\text{pair}}$ adds the band energies of actual dimers over $i<j$. No formula for them is assumed.

```lean
/-- The matrix whose columns are orthonormal eigenvectors of `H`. -/
def modes (hH : H.IsHermitian) : Matrix (Fin N) (Fin N) ℝ := hH.eigenvectorUnitary
```

Call this matrix $U$. Its element $U_{ik}$ is the amplitude of eigenvector $k$ on atom $i$.

```lean
/-- The density matrix per spin: the projector on the eigenvectors of negative eigenvalue. -/
def densityMatrix (hH : H.IsHermitian) : Matrix (Fin N) (Fin N) ℝ :=
  modes hH * diagonal (fun k => if hH.eigenvalues k < 0 then 1 else 0) * (modes hH)ᵀ
```

The density matrix per spin is $P = U f U^{T}$, where $f$ is diagonal with $f_k=1$ for $\varepsilon_k<0$ and $f_k=0$ otherwise.

```lean
/-- An isolated dimer with hopping `h` has band energy `-2|h|`. -/
theorem bandEnergy_dimer (h : ℝ) : bandEnergy (dimer_isHermitian h) = -2 * |h| := by
  have ht := (dimer_isHermitian h).trace_eq_sum_eigenvalues
  have hd := (dimer_isHermitian h).det_eq_prod_eigenvalues
  have t : (dimer h).trace = 0 := by simp [dimer, trace_fin_two]
  have d : (dimer h).det = -(h * h) := by simp [dimer, det_fin_two]
  rw [t, Fin.sum_univ_two] at ht
  rw [d, Fin.prod_univ_two] at hd
  simp only [RCLike.ofReal_real_eq_id, id_eq] at ht hd
  rw [bandEnergy, Finset.sum_filter, Fin.sum_univ_two]
  generalize (dimer_isHermitian h).eigenvalues 0 = a at *
  generalize (dimer_isHermitian h).eigenvalues 1 = b at *
  -- the two levels are opposite, and their square is `h ^ 2`
  obtain rfl : b = -a := by linarith
  have hab : |a| = |h| := (sq_eq_sq_iff_abs_eq_abs a h).mp (by linarith)
  rw [← hab]
  rcases abs_cases a with ⟨e, _⟩ | ⟨e, _⟩ <;> rw [e] <;> split_ifs <;> linarith
```

Let the dimer levels be $a$ and $b$. The trace gives $a+b=0$ and the determinant gives $ab=-h^2$. Hence $b=-a$ and $|a|=|h|$, the levels are $\pm|h|$, and the band energy is $-2|h|$. The proof obtains the same two equations as `ht` and `hd`, then treats the two signs of $a$ separately.

```lean
/-- The columns of `modes` are orthonormal, and each is an eigenvector of `H`. -/
theorem modes_spec (hH : H.IsHermitian) : (modes hH)ᵀ * modes hH = 1 ∧
    H * modes hH = modes hH * diagonal hH.eigenvalues := by
  constructor
  · have h := Matrix.mem_unitaryGroup_iff'.mp hH.eigenvectorUnitary.2
    rw [star_eq_conjTranspose, conjTranspose_eq_transpose_of_trivial] at h
    exact h
  · ext i k
    have h := congrFun (hH.mulVec_eigenvectorBasis k) i
    simp only [mulVec, dotProduct, Pi.smul_apply, smul_eq_mul] at h
    rw [mul_diagonal, mul_apply]
    simp only [modes, IsHermitian.eigenvectorUnitary_apply]
    linear_combination h
```

In matrix form, $U^{T}U=1$ and $HU=U\Lambda$, with $\Lambda$ the diagonal matrix of the $\varepsilon_k$. Both come from Mathlib's spectral theorem.

```lean
/-- The trace of `ρ H` is the sum of the eigenvalues of `H`, each weighted with the
expectation value of `ρ` in its eigenvector. -/
theorem trace_mul_eq (hH : H.IsHermitian) (ρ : Matrix (Fin N) (Fin N) ℝ) :
    (ρ * H).trace = ∑ k, ((modes hH)ᵀ * ρ * modes hH) k k * hH.eigenvalues k := by
  obtain ⟨h1, h2⟩ := modes_spec hH
  have h3 := mul_eq_one_comm.mp h1
  have e : ρ * H = (ρ * modes hH * diagonal hH.eigenvalues) * (modes hH)ᵀ := by
    rw [Matrix.mul_assoc ρ, ← h2, Matrix.mul_assoc, Matrix.mul_assoc, h3, Matrix.mul_one]
  rw [e, trace_mul_comm, ← Matrix.mul_assoc, ← Matrix.mul_assoc]
  simp only [Matrix.trace, diag_apply, mul_diagonal]
```

Since $H=U\Lambda U^{T}$, moving $U^{T}$ around the trace gives, for any matrix $\rho$,
$$\operatorname{tr}(\rho H)=\sum_k (U^{T}\rho U)_{kk}\,\varepsilon_k .$$

```lean
/-- The band energy is twice the trace of the density matrix times `H`. -/
theorem bandEnergy_eq_trace (hH : H.IsHermitian) :
    bandEnergy hH = 2 * (densityMatrix hH * H).trace := by
  have h1 := (modes_spec hH).1
  have e : (modes hH)ᵀ * densityMatrix hH * modes hH =
      diagonal (fun k => if hH.eigenvalues k < 0 then 1 else 0) := by
    rw [densityMatrix, Matrix.mul_assoc, Matrix.mul_assoc, h1, Matrix.mul_one,
      ← Matrix.mul_assoc, h1, Matrix.one_mul]
  rw [trace_mul_eq hH, e, bandEnergy, Finset.sum_filter]
  simp only [diagonal_apply_eq, ite_mul, one_mul, zero_mul]
```

For $\rho=P$ we have $U^{T}PU=f$, so $2\operatorname{tr}(PH)=2\sum_k f_k\varepsilon_k=E_{\text{band}}$.

```lean
/-- The squared density-matrix elements between one atom and any set of other atoms
sum to at most `1/4`. -/
theorem sum_sq_density_le (hH : H.IsHermitian) (i : Fin N) (s : Finset (Fin N))
    (hi : i ∉ s) : ∑ j ∈ s, densityMatrix hH i j ^ 2 ≤ 1 / 4 := by
  have h1 := (modes_spec hH).1
  have hsymm : (densityMatrix hH)ᵀ = densityMatrix hH := by
    simp only [densityMatrix, transpose_mul, transpose_transpose, diagonal_transpose,
      Matrix.mul_assoc]
  have hidem : densityMatrix hH * densityMatrix hH = densityMatrix hH := by
    -- occupation numbers are 0 or 1, so they equal their squares
    have hf : ∀ k, (if hH.eigenvalues k < 0 then (1 : ℝ) else 0) *
        (if hH.eigenvalues k < 0 then 1 else 0) = if hH.eigenvalues k < 0 then 1 else 0 := by
      intro k
      split_ifs <;> norm_num
    unfold densityMatrix
    rw [Matrix.mul_assoc, ← Matrix.mul_assoc (modes hH)ᵀ, ← Matrix.mul_assoc (modes hH)ᵀ,
      h1, Matrix.one_mul, ← Matrix.mul_assoc, Matrix.mul_assoc (modes hH),
      diagonal_mul_diagonal]
    simp only [hf]
  -- the diagonal element is the sum of squares along its row
  have h : densityMatrix hH i i = ∑ j, densityMatrix hH i j ^ 2 := by
    have h2 := congrFun (congrFun hidem i) i
    rw [mul_apply] at h2
    refine h2.symm.trans (Finset.sum_congr rfl fun j _ => ?_)
    have h3 : densityMatrix hH j i = densityMatrix hH i j := congrFun (congrFun hsymm i) j
    rw [h3, sq]
  have h4 := Finset.sum_le_sum_of_subset_of_nonneg (Finset.subset_univ (insert i s))
    (fun j _ _ => sq_nonneg (densityMatrix hH i j))
  rw [Finset.sum_insert hi, ← h] at h4
  nlinarith [sq_nonneg (densityMatrix hH i i - 1 / 2)]
```

This lemma limits how much bonding one atom can share out. Because $P$ is symmetric (`hsymm`) and $P^2=P$ (`hidem`), its diagonal element is $P_{ii}=\sum_j P_{ij}^2$. Keeping only the terms with $j=i$ and $j\in s$, where $s$ does not contain $i$, gives
$$\sum_{j\in s}P_{ij}^2\le P_{ii}-P_{ii}^2=\tfrac14-\left(P_{ii}-\tfrac12\right)^2\le\tfrac14 .$$
The final `nlinarith` is handed the square in this formula.

```lean
/-- Variational principle: a trial density matrix whose expectation values in normalised
vectors lie between 0 and 1 gives an upper bound `2 tr(ρ H)` to the band energy. -/
theorem bandEnergy_le_trace (hH : H.IsHermitian) (ρ : Matrix (Fin N) (Fin N) ℝ)
    (h0 : ∀ x, 0 ≤ x ⬝ᵥ ρ *ᵥ x) (h1 : ∀ x, x ⬝ᵥ ρ *ᵥ x ≤ x ⬝ᵥ x) :
    bandEnergy hH ≤ 2 * (ρ * H).trace := by
  rw [trace_mul_eq hH, bandEnergy, Finset.sum_filter]
  refine mul_le_mul_of_nonneg_left (Finset.sum_le_sum fun k _ => ?_) (by norm_num)
  have e : ((modes hH)ᵀ * ρ * modes hH) k k =
      (fun i => modes hH i k) ⬝ᵥ ρ *ᵥ (fun i => modes hH i k) := by
    rw [Matrix.mul_assoc]; rfl
  have n : (fun i => modes hH i k) ⬝ᵥ (fun i => modes hH i k) = 1 := by
    have h := congrFun (congrFun (modes_spec hH).1 k) k
    rw [one_apply_eq] at h
    exact h
  have a := h0 (fun i => modes hH i k)
  have b := h1 (fun i => modes hH i k)
  rw [n] at b
  rw [e]
  split_ifs with hk
  · nlinarith
  · exact mul_nonneg a (not_lt.mp hk)
```

Let $q_k$ be the expectation value of the trial matrix $\rho$ in eigenvector $k$. The hypotheses give $0\le q_k\le1$. If $\varepsilon_k<0$, then $q_k\varepsilon_k\ge\varepsilon_k$; otherwise $q_k\varepsilon_k\ge0$. Summing over $k$ gives $2\operatorname{tr}(\rho H)\ge E_{\text{band}}$. The two cases are the two branches after `split_ifs`.

```lean
/-- A real symmetric matrix whose absolute row sums are at most 1 has expectation values
of magnitude at most 1 in normalised vectors. -/
theorem abs_expectation_le (S : Matrix (Fin N) (Fin N) ℝ) (hS : ∀ i j, S j i = S i j)
    (hrow : ∀ i, ∑ j, |S i j| ≤ 1) (x : Fin N → ℝ) : |x ⬝ᵥ S *ᵥ x| ≤ x ⬝ᵥ x := by
  have hc : ∑ i, ∑ j, |S i j| * x j ^ 2 / 2 = ∑ i, ∑ j, |S i j| * x i ^ 2 / 2 := by
    rw [Finset.sum_comm]
    exact Finset.sum_congr rfl fun i _ => Finset.sum_congr rfl fun j _ => by rw [hS i j]
  calc |x ⬝ᵥ S *ᵥ x| = |∑ i, ∑ j, x i * (S i j * x j)| := by
        simp only [dotProduct, mulVec, Finset.mul_sum]
    _ ≤ ∑ i, ∑ j, |x i * (S i j * x j)| := (Finset.abs_sum_le_sum_abs _ _).trans
        (Finset.sum_le_sum fun i _ => Finset.abs_sum_le_sum_abs _ _)
    _ ≤ ∑ i, ∑ j, (|S i j| * x i ^ 2 / 2 + |S i j| * x j ^ 2 / 2) := by
        refine Finset.sum_le_sum fun i _ => Finset.sum_le_sum fun j _ => ?_
        rw [abs_mul, abs_mul, ← sq_abs (x i), ← sq_abs (x j)]
        nlinarith [mul_nonneg (abs_nonneg (S i j)) (sq_nonneg (|x i| - |x j|))]
    _ = ∑ i, (∑ j, |S i j|) * x i ^ 2 := by
        simp only [Finset.sum_add_distrib]
        rw [hc, ← Finset.sum_add_distrib]
        refine Finset.sum_congr rfl fun i _ => ?_
        rw [← Finset.sum_add_distrib, Finset.sum_mul]
        exact Finset.sum_congr rfl fun j _ => by ring
    _ ≤ x ⬝ᵥ x := Finset.sum_le_sum fun i _ => by nlinarith [hrow i, sq_nonneg (x i)]
```

The `calc` block is the usual chain of estimates. From $|x_ix_j|\le(x_i^2+x_j^2)/2$ and the symmetry of $S$,
$$|x^{T}Sx|\le\sum_{i,j}|S_{ij}|\,\frac{x_i^2+x_j^2}{2}=\sum_i\Big(\sum_j|S_{ij}|\Big)x_i^2\le\sum_i x_i^2 .$$

```lean
/-- For a symmetric hopping matrix with zero diagonal, the pair energy is `-2 ∑_{i<j} |H i j|`
and never lies above the band energy; it lies strictly below exactly when two nonzero bonds
share an atom. -/
theorem pairEnergy_le_bandEnergy (hH : H.IsHermitian) (h0 : ∀ i, H i i = 0) :
    pairEnergy H = -2 * ∑ i, ∑ j with i < j, |H i j| ∧
    pairEnergy H ≤ bandEnergy hH ∧
    (pairEnergy H < bandEnergy hH ↔ ∃ i j k, j ≠ k ∧ H i j ≠ 0 ∧ H i k ≠ 0) := by
  have hs : ∀ i j, H j i = H i j := fun i j => by simpa using hH.apply i j
  have hp : pairEnergy H = -2 * ∑ i, ∑ j with i < j, |H i j| := by
    simp only [pairEnergy, bandEnergy_dimer, Finset.mul_sum]
  have hsum : ∑ i, ∑ j, |H i j| = 2 * ∑ i, ∑ j with i < j, |H i j| := by
    have split : ∀ i j, |H i j| =
        (if i < j then |H i j| else 0) + (if j < i then |H j i| else 0) := by
      intro i j
      rcases lt_trichotomy i j with h | h | h
      · rw [if_pos h, if_neg (not_lt_of_ge h.le), add_zero]
      · subst h; simp [h0]
      · rw [if_neg (not_lt_of_ge h.le), if_pos h, zero_add, hs i j]
    simp only [Finset.sum_filter]
    calc ∑ i, ∑ j, |H i j| = ∑ i, ∑ j,
          ((if i < j then |H i j| else 0) + (if j < i then |H j i| else 0)) :=
          Finset.sum_congr rfl fun i _ => Finset.sum_congr rfl fun j _ => split i j
      _ = _ := by
          simp only [Finset.sum_add_distrib]
          rw [two_mul]
          congr 1
          exact Finset.sum_comm
  have htr : ∀ M : Matrix (Fin N) (Fin N) ℝ,
      (M * H).trace = ∑ i, ∑ j, M i j * H i j := fun M =>
    Finset.sum_congr rfl fun i _ => by
      rw [diag_apply, mul_apply]
      exact Finset.sum_congr rfl fun j _ => by rw [hs i j]
  -- the energy difference is a sum of bond contributions, none of them negative
  have gap : bandEnergy hH - pairEnergy H =
      ∑ i, ∑ j, (|H i j| + 2 * (densityMatrix hH i j * H i j)) := by
    simp only [Finset.sum_add_distrib, ← Finset.mul_sum]
    rw [bandEnergy_eq_trace, htr, hp, hsum]
    ring
  have hnn : ∀ i j, 0 ≤ |H i j| + 2 * (densityMatrix hH i j * H i j) := by
    intro i j
    by_cases hij : i = j
    · subst hij; simp [h0]
    · have h := sum_sq_density_le hH i {j} (by simpa using hij)
      rw [Finset.sum_singleton] at h
      have hb : |densityMatrix hH i j| ≤ 1 / 2 := abs_le.mpr ⟨by nlinarith, by nlinarith⟩
      have h2 := neg_abs_le (densityMatrix hH i j * H i j)
      rw [abs_mul] at h2
      nlinarith [mul_le_mul_of_nonneg_right hb (abs_nonneg (H i j))]
  have hle : pairEnergy H ≤ bandEnergy hH := by
    have h := Finset.sum_nonneg fun i (_ : i ∈ Finset.univ) =>
      Finset.sum_nonneg fun j (_ : j ∈ Finset.univ) => hnn i j
    linarith
  refine ⟨hp, hle, fun hlt => ?_, ?_⟩
  · -- without shared atoms, the hopping signs give a trial matrix with the pair energy
    by_contra hno
    have hno' : ∀ i j k, j ≠ k → H i j ≠ 0 → H i k = 0 := fun i j k a b =>
      by_contra fun c => hno ⟨i, j, k, a, b, c⟩
    obtain ⟨S, hS⟩ : ∃ S : Matrix (Fin N) (Fin N) ℝ, ∀ i j, S i j = H i j / |H i j| :=
      ⟨fun i j => H i j / |H i j|, fun _ _ => rfl⟩
    have hrow : ∀ i, ∑ j, |S i j| ≤ 1 := by
      intro i
      by_cases h : ∃ j, H i j ≠ 0
      · obtain ⟨j, hj⟩ := h
        have e : ∑ k, |S i k| = |S i j| := Finset.sum_eq_single j
          (fun k _ hk => by rw [hS, hno' i j k hk.symm hj]; simp) (by simp)
        have e2 : |S i j| = 1 := by
          rw [hS, abs_div, abs_abs, div_self (abs_ne_zero.mpr hj)]
        exact (e.trans e2).le
      · have hz : ∀ j, H i j = 0 := fun j => by_contra fun c => h ⟨j, c⟩
        simp [hS, hz]
    have hx := abs_expectation_le S (fun i j => by rw [hS, hS, hs i j]) hrow
    have hq : ∀ x, x ⬝ᵥ ((1 / 2 : ℝ) • (1 - S)) *ᵥ x = (x ⬝ᵥ x - x ⬝ᵥ S *ᵥ x) / 2 := by
      intro x
      rw [smul_mulVec, sub_mulVec, one_mulVec, dotProduct_smul, dotProduct_sub, smul_eq_mul]
      ring
    have hv := bandEnergy_le_trace hH ((1 / 2 : ℝ) • (1 - S))
      (fun x => by rw [hq]; linarith [(abs_le.mp (hx x)).2])
      (fun x => by rw [hq]; linarith [(abs_le.mp (hx x)).1])
    have hT : H.trace = 0 := Finset.sum_eq_zero fun i _ => h0 i
    have hSH : (S * H).trace = ∑ i, ∑ j, |H i j| := by
      rw [htr]
      refine Finset.sum_congr rfl fun i _ => Finset.sum_congr rfl fun j _ => ?_
      rw [hS, div_mul_eq_mul_div, ← abs_mul_abs_self (H i j), mul_self_div_self]
    rw [Matrix.smul_mul, Matrix.sub_mul, Matrix.one_mul, trace_smul, trace_sub, hT, hSH,
      smul_eq_mul] at hv
    linarith
  · -- equality would need two saturated bonds at the same atom
    rintro ⟨i, j, k, hjk, hj, hk⟩
    by_contra hge
    have hzero : ∑ a, ∑ b, (|H a b| + 2 * (densityMatrix hH a b * H a b)) = 0 := by
      linarith [not_lt.mp hge]
    have hi := (Finset.sum_eq_zero_iff_of_nonneg
      (fun a _ => Finset.sum_nonneg fun b _ => hnn a b)).mp hzero i (Finset.mem_univ i)
    have hsat : ∀ b, H i b ≠ 0 → densityMatrix hH i b ^ 2 = 1 / 4 := by
      intro b hb
      have hz := (Finset.sum_eq_zero_iff_of_nonneg (fun b _ => hnn i b)).mp hi b
        (Finset.mem_univ b)
      have h : (4 * densityMatrix hH i b ^ 2 - 1) * H i b ^ 2 = 0 := by
        linear_combination (2 * (densityMatrix hH i b * H i b) - |H i b|) * hz +
          sq_abs (H i b)
      have h2 := (mul_eq_zero.mp h).resolve_right (pow_ne_zero 2 hb)
      linarith
    have hij : i ≠ j := fun e => hj (by rw [← e]; exact h0 i)
    have hik : i ≠ k := fun e => hk (by rw [← e]; exact h0 i)
    have h := sum_sq_density_le hH i {j, k} (by simp [hij, hik])
    rw [Finset.sum_pair hjk, hsat j hj, hsat k hk] at h
    norm_num at h

end

end BandEnergyBodyOrder
```

The hypotheses are that $H$ is symmetric (`hH`) and that every on-site energy vanishes (`h0`). The conclusion has three parts, joined by `∧`:

1. $E_{\text{pair}}=-2\sum_{i<j}|H_{ij}|$.
2. $E_{\text{pair}}\le E_{\text{band}}$.
3. The inequality is strict if and only if some atom $i$ has nonzero hoppings to two different atoms $j$ and $k$.

The first part is the dimer formula, summed. For the second, the step `gap` writes the difference as a sum over all ordered pairs:
$$E_{\text{band}}-E_{\text{pair}}=\sum_{i,j}\big(|H_{ij}|+2P_{ij}H_{ij}\big).$$
The diagonal terms vanish. For $i\ne j$, the density-matrix lemma with $s=\{j\}$ gives $|P_{ij}|\le\tfrac12$, so no term is negative (`hnn`).

For the third part, suppose first that two nonzero bonds meet at atom $i$ and that the energies are equal. Then every term is zero, which forces $P_{ij}^2=\tfrac14$ on each nonzero bond (`hsat`). The two bonds together give $\tfrac12$, but the lemma with $s=\{j,k\}$ allows at most $\tfrac14$.

Suppose now that no bonds share an atom. Let $S_{ij}$ be the sign of $H_{ij}$, with zero for a missing bond; the code writes it as `H i j / |H i j|`, and Lean sets $0/0=0$. Each row of $S$ has at most one nonzero entry, so $\rho=(1-S)/2$ has expectation values between 0 and 1 in normalised vectors. The variational principle gives
$$E_{\text{band}}\le2\operatorname{tr}(\rho H)=\operatorname{tr}H-\operatorname{tr}(SH)=-\sum_{i,j}|H_{ij}|=E_{\text{pair}},$$
which rules out a strict inequality.

The theorem gives the sign of the truncation error and says nothing about its size. It concerns the band term alone, without any repulsive potential.

The condition on the diagonal matters. The definition `pairEnergy` gives every dimer zero on-site energies, but the bound can fail even if the dimers keep the on-site energies of their atoms. Take a chain of three atoms with on-site energy $1$ and hopping $0.8$ between neighbours only. A dimer of neighbours has the levels $1\pm0.8$, and the pair of end atoms has two levels at $1$. All of these are positive, so the dimer energies sum to $0$. The chain has one negative level, $1-0.8\sqrt2\approx-0.13$, so its band energy is about $-0.26$ and lies below that sum.

```lean
#print axioms BandEnergyBodyOrder.bandEnergy_dimer
-- 'BandEnergyBodyOrder.bandEnergy_dimer' depends on axioms: [propext, Classical.choice, Quot.sound]
#print axioms BandEnergyBodyOrder.pairEnergy_le_bandEnergy
-- 'BandEnergyBodyOrder.pairEnergy_le_bandEnergy' depends on axioms: [propext, Classical.choice, Quot.sound]
```
